# A two-level screener balanced at single occupation lowers the Hubbard U by less than linear response predicts

Take a localized orbital with a bare repulsion of 6, in some energy unit, and let its surroundings screen it. If the screening is computed as a static linear response and subtracted, the effective interaction can come out as −3, so that two electrons on the orbital seem to attract each other. For the same system, the total energies with 0, 1 and 2 electrons can give about +1.68. The linear calculation assumes that the surroundings go on polarising in proportion to the added charge, whereas a screener with a single electron to move saturates.

For one two-level screener whose bias vanishes when the orbital holds one electron, both numbers have closed forms. With tunnelling \(t>0\) and coupling \(g\neq 0\), the exact reduction of the interaction is \(2(\sqrt{t^2+g^2}-t)\). The linear-response reduction is \(g^2/t\), which is always larger. The linear response here is that of a screener without internal repulsion. Constrained RPA also contains the repulsion among the screening charges, so neither the inequality nor the change of sign carries over to it without further argument.

## An orbital coupled to one polarisable electron

The orbital has occupation \(n\) and bare energy \(Un(n-1)/2\). Nearby, one electron tunnels between two sites with amplitude \(t\). The charge on the orbital biases the two sites against each other, and the bias vanishes at \(n=1\):

\[
H(n)=\begin{pmatrix} g(n-1) & t\\ t & -g(n-1)\end{pmatrix}.
\]

```lean
import Mathlib

open Matrix

namespace SaturatingScreener

noncomputable section

/-- The two-level screener with tunnelling `t`, biased with strength `g` by the deviation of
the orbital occupation `n` from one. -/
def screener (t g n : ℝ) : Matrix (Fin 2) (Fin 2) ℝ :=
  !![g * (n - 1), t; t, -(g * (n - 1))]
```

The tunnelling element is written \(+t\), where many texts write \(-t\); the eigenvalues are the same. The occupation is a real number, so the energy can be differentiated with respect to it.

```lean
/-- The set of real eigenvalues of a two-level Hamiltonian. -/
def levels (H : Matrix (Fin 2) (Fin 2) ℝ) : Set ℝ :=
  {E | ∃ v : Fin 2 → ℝ, v ≠ 0 ∧ H *ᵥ v = E • v}

/-- The screener energy `e(n)`: the infimum of the eigenvalues at occupation `n`. -/
def screenerEnergy (t g n : ℝ) : ℝ := sInf (levels (screener t g n))
```

`levels` collects the real numbers \(E\) for which \(Hv=Ev\) has a nonzero solution \(v\), which need not be normalised. The screener energy \(e(n)\), called `screenerEnergy`, is the infimum of that set; for \(t>0\) it is shown below to be an actual eigenvalue.

```lean
/-- Total energy at occupation `n`: the bare repulsion `U n (n - 1) / 2` plus the screener
energy. -/
def totalEnergy (U t g n : ℝ) : ℝ := U * n * (n - 1) / 2 + screenerEnergy t g n

/-- The effective interaction from total energies of the charge states 0, 1 and 2. -/
def effectiveU (U t g : ℝ) : ℝ :=
  totalEnergy U t g 2 + totalEnergy U t g 0 - 2 * totalEnergy U t g 1

/-- The linear-response interaction: the bare `U` plus the curvature of the screener energy
at occupation one. -/
def linearU (U t g : ℝ) : ℝ := U + deriv (deriv (screenerEnergy t g)) 1
```

`effectiveU` is the total-energy difference \(E(2)+E(0)-2E(1)\), that is, ionisation energy minus electron affinity of the singly occupied orbital. Since the bare term contributes exactly \(U\), it equals \(U-[2e(1)-e(0)-e(2)]\). `linearU` is \(U+e''(1)\). "Linear" refers to the polarisation, which is taken proportional to \(n-1\); the corresponding energy is quadratic.

The curvature \(e''(1)\) is the response of a single electron, which doesn't repel itself. In constrained RPA the screening charge also acts on itself through the Hartree potential, and this weakens the static response. The balance at \(n=1\) is built into the matrix. With a constant offset added to the bias, the inequality can reverse: a bias \(g(n-1)+g\) with \(g=1\) and \(t=0.1\) gives an exact reduction of about 0.093 and a linear one of about 0.010.

## Tunnelling \(t>0\): a finite polarisability

At \(n=1\) the two screener levels are split by \(2t\). A positive \(t\) therefore means a gap, and with it a finite linear response.

**The spectrum.** Write \(a=g(n-1)\). Then \(H^2=(t^2+a^2)\,\mathbb 1\), so \(Hv=Ev\) with \(v\neq0\) forces \(E^2=t^2+a^2\). Conversely, if \(E^2=t^2+a^2\), take \(v=(t,\,E-a)\). The rows of \(Hv\) are

\[
at+t(E-a)=Et,\qquad t^2-a(E-a)=E^2-aE=E(E-a),
\]

so \(v\) satisfies the eigenvalue equation. It is nonzero because \(t\neq0\), which is the first use of the hypothesis.

```lean
/-- For `t > 0`, the eigenvalues `E` of the screener are exactly the solutions of
`E² = t² + g² (n - 1)²`. -/
theorem mem_levels_iff {t : ℝ} (ht : 0 < t) (g n E : ℝ) :
    E ∈ levels (screener t g n) ↔ E ^ 2 = t ^ 2 + (g * (n - 1)) ^ 2 := by
  constructor
  · rintro ⟨v, hv, h⟩
    have h0 := congrFun h 0
    have h1 := congrFun h 1
    simp [screener, Matrix.mulVec, dotProduct, Fin.sum_univ_two] at h0 h1
    by_contra hne
    have hd := sub_ne_zero.mpr hne
    -- applying the Hamiltonian twice multiplies each amplitude by `t² + g² (n - 1)²`
    have hx : (E ^ 2 - (t ^ 2 + (g * (n - 1)) ^ 2)) * v 0 = 0 := by
      linear_combination (-E - g * (n - 1)) * h0 - t * h1
    have hy : (E ^ 2 - (t ^ 2 + (g * (n - 1)) ^ 2)) * v 1 = 0 := by
      linear_combination -t * h0 + (g * (n - 1) - E) * h1
    apply hv
    ext i
    fin_cases i
    · exact (mul_eq_zero.mp hx).resolve_left hd
    · exact (mul_eq_zero.mp hy).resolve_left hd
  · intro hE
    refine ⟨![t, E - g * (n - 1)], ?_, ?_⟩
    · intro h
      have h0 : t = 0 := congrFun h 0
      exact ht.ne' h0
    · ext i
      fin_cases i
      · simp [screener, Matrix.mulVec, dotProduct, Fin.sum_univ_two]
        ring
      · simp [screener, Matrix.mulVec, dotProduct, Fin.sum_univ_two]
        linear_combination -hE
```

In the forward direction, `h0` and `h1` are the two rows of the eigenvalue equation. The two `linear_combination` lines that produce `hx` and `hy` carry out the \(H^2\) argument for each amplitude. If \(E^2\) differed from \(t^2+a^2\), both amplitudes would vanish. The reverse direction supplies the vector above.

The lowest eigenvalue is therefore

\[
e(n)=-\sqrt{t^2+g^2(n-1)^2}.
\]

```lean
/-- For `t > 0`, the lowest eigenvalue of the screener is `-√(t² + g² (n - 1)²)`. -/
theorem isLeast_levels {t : ℝ} (ht : 0 < t) (g n : ℝ) :
    IsLeast (levels (screener t g n)) (-√(t ^ 2 + (g * (n - 1)) ^ 2)) := by
  constructor
  · rw [mem_levels_iff ht, neg_sq, Real.sq_sqrt (by positivity)]
  · intro E hE
    exact (abs_le.mp (Real.abs_le_sqrt ((mem_levels_iff ht g n E).1 hE).le)).1
```

`IsLeast` says that this number belongs to the set and lies below every other member. The second part follows from \(|E|\le\sqrt{t^2+a^2}\).

**Slope and curvature.** Differentiating \(e^2=t^2+g^2(n-1)^2\) gives \(2ee'=2g^2(n-1)\), hence

\[
e'(n)=\frac{g^2(n-1)}{e(n)}.
\]

The division is allowed because \(t>0\) keeps \(e(n)\) away from zero.

```lean
/-- For `t > 0`, the slope of the screener energy is `e'(n) = g² (n - 1) / e(n)`. -/
theorem hasDerivAt_screenerEnergy {t : ℝ} (ht : 0 < t) (g n : ℝ) :
    HasDerivAt (screenerEnergy t g) (g ^ 2 * (n - 1) / screenerEnergy t g n) n := by
  have hfun : screenerEnergy t g = fun m => -√(t ^ 2 + (g * (m - 1)) ^ 2) :=
    funext fun m => (isLeast_levels ht g m).csInf_eq
  have h1 : HasDerivAt (fun m : ℝ => g * (m - 1)) (g * 1) n :=
    ((hasDerivAt_id' n).sub_const 1).const_mul g
  have h2 : HasDerivAt (fun m : ℝ => t ^ 2 + (g * (m - 1)) ^ 2)
      (2 * (g ^ 2 * (n - 1))) n := by
    have hf : (fun m : ℝ => t ^ 2 + (g * (m - 1)) ^ 2) =
        fun m => t ^ 2 + g * (m - 1) * (g * (m - 1)) := by
      funext m
      ring
    rw [hf]
    exact ((h1.fun_mul h1).const_add (t ^ 2)).congr_deriv (by ring)
  have hne : t ^ 2 + (g * (n - 1)) ^ 2 ≠ 0 := by positivity
  rw [hfun]
  refine (h2.sqrt hne).fun_neg.congr_deriv ?_
  beta_reduce
  rw [mul_div_mul_left _ _ two_ne_zero, div_neg]
```

The proof differentiates the square root by the chain rule. There \(t>0\) enters through `hne`, which says that the argument of the root is nonzero.

A second differentiation gives

\[
e''(n)=\frac{g^2}{e(n)}-\frac{g^2(n-1)\,e'(n)}{e(n)^2}.
\]

At \(n=1\) the second term vanishes and \(e(1)=-t\), so \(e''(1)=-g^2/t\).

```lean
/-- For `t > 0`, the curvature of the screener energy at occupation one is `-g² / t`. -/
theorem hasDerivAt_deriv_screenerEnergy {t : ℝ} (ht : 0 < t) (g : ℝ) :
    HasDerivAt (deriv (screenerEnergy t g)) (-(g ^ 2 / t)) 1 := by
  have he : screenerEnergy t g 1 = -t := by
    rw [screenerEnergy, (isLeast_levels ht g 1).csInf_eq,
      show t ^ 2 + (g * (1 - 1)) ^ 2 = t ^ 2 by ring, Real.sqrt_sq ht.le]
  have hfun : deriv (screenerEnergy t g) =
      fun n => g ^ 2 * (n - 1) / screenerEnergy t g n :=
    funext fun n => (hasDerivAt_screenerEnergy ht g n).deriv
  have hne : screenerEnergy t g 1 ≠ 0 := by
    rw [he]
    exact neg_ne_zero.mpr ht.ne'
  have key : g ^ 2 * -t / (-t) ^ 2 = -(g ^ 2 / t) := by
    rw [div_eq_iff (pow_ne_zero 2 (neg_ne_zero.mpr ht.ne'))]
    have hc : g ^ 2 / t * t = g ^ 2 := div_mul_cancel₀ _ ht.ne'
    linear_combination t * hc
  rw [hfun]
  refine ((((hasDerivAt_id' (1 : ℝ)).sub_const 1).const_mul (g ^ 2)).fun_div
    (hasDerivAt_screenerEnergy ht g 1) hne).congr_deriv ?_
  simp only [he, sub_self, mul_zero, zero_mul, sub_zero, mul_one]
  exact key
```

Here `hfun` gives the slope at every \(n\), as a second derivative requires, and `he` records \(e(1)=-t\). The quotient rule then does what the formula above does.

**Integer charge states.** Since \(e(0)=e(2)=-\sqrt{t^2+g^2}\) and \(e(1)=-t\),

\[
2e(1)-e(0)-e(2)=2\left(\sqrt{t^2+g^2}-t\right).
\]

```lean
/-- For `t > 0`, the screener lowers the interaction between integer charge states by
`2 (√(t² + g²) - t)`. -/
theorem exact_reduction {t : ℝ} (ht : 0 < t) (g : ℝ) :
    2 * screenerEnergy t g 1 - screenerEnergy t g 0 - screenerEnergy t g 2 =
      2 * (√(t ^ 2 + g ^ 2) - t) := by
  simp only [screenerEnergy, (isLeast_levels ht g _).csInf_eq]
  rw [show t ^ 2 + (g * (1 - 1)) ^ 2 = t ^ 2 by ring,
    show t ^ 2 + (g * (0 - 1)) ^ 2 = t ^ 2 + g ^ 2 by ring,
    show t ^ 2 + (g * (2 - 1)) ^ 2 = t ^ 2 + g ^ 2 by ring, Real.sqrt_sq ht.le]
  ring
```

The proof inserts the three energies. The sign of \(t\) matters in `Real.sqrt_sq ht.le`, which replaces \(\sqrt{t^2}\) by \(t\).

**The gap between the two interactions.** Put \(s=\sqrt{t^2+g^2}\), so that \(g^2=s^2-t^2\). Then

\[
\frac{g^2}{t}-2(s-t)=\frac{s^2-t^2-2st+2t^2}{t}=\frac{(s-t)^2}{t}.
\]

This is the amount by which the total-energy interaction exceeds the linear one, whatever the value of \(U\).

```lean
/-- For `t > 0`, the effective interaction exceeds its linear-response value by
`(√(t² + g²) - t)² / t`. -/
theorem effectiveU_sub_linearU {t : ℝ} (ht : 0 < t) (U g : ℝ) :
    effectiveU U t g - linearU U t g = (√(t ^ 2 + g ^ 2) - t) ^ 2 / t := by
  have hr := exact_reduction ht g
  have hs : √(t ^ 2 + g ^ 2) ^ 2 = t ^ 2 + g ^ 2 := Real.sq_sqrt (by positivity)
  have hc : g ^ 2 / t * t = g ^ 2 := div_mul_cancel₀ _ ht.ne'
  have hq : (√(t ^ 2 + g ^ 2) - t) ^ 2 / t =
      g ^ 2 / t - 2 * (√(t ^ 2 + g ^ 2) - t) := by
    rw [div_eq_iff ht.ne']
    linear_combination hs - hc
  rw [hq]
  simp only [effectiveU, linearU, totalEnergy, (hasDerivAt_deriv_screenerEnergy ht g).deriv]
  linear_combination -hr
```

`hs` is \(s^2=t^2+g^2\), and `hq` is the displayed identity. The final lines insert the exact reduction and the curvature.

**Without \(t>0\).** Set \(t=0\) and \(g=1\). Then \(e(n)=-|n-1|\) has a kink at \(n=1\), and there is no curvature to compare with. The exact reduction is 2. Lean assigns the value 0 to a derivative that doesn't exist, so the strict inequality would read \(2<0\). This shows that \(t\neq0\) is needed for the comparison. A negative \(t\) does less harm: the spectrum depends only on \(t^2\), and the formulas hold with \(|t|\) in place of \(t\). As written they fail, since \(t=-1\), \(g=1\) gives a reduction of \(2(\sqrt2-1)\) and not \(2(\sqrt2+1)\).

## Coupling \(g\neq0\): a screener that feels the orbital

The constant \(g\) stands for the electrostatic interaction between the orbital's charge and the screener's dipole. Its sign says which site is repelled and has no effect on the energies. In the derivation, \(g\neq0\) is used only at the end: it makes \(s>t\), so the gap \((s-t)^2/t\) is strictly positive.

```lean
/-- For `t > 0` and `g ≠ 0`, the exact reduction of the interaction is `2 (√(t² + g²) - t)`,
the linear-response reduction `-e''(1)` is `g² / t`, and the exact one is strictly smaller. -/
theorem linear_response_overscreens {t g : ℝ} (ht : 0 < t) (hg : g ≠ 0) :
    2 * screenerEnergy t g 1 - screenerEnergy t g 0 - screenerEnergy t g 2 =
        2 * (√(t ^ 2 + g ^ 2) - t) ∧
      -deriv (deriv (screenerEnergy t g)) 1 = g ^ 2 / t ∧
      2 * screenerEnergy t g 1 - screenerEnergy t g 0 - screenerEnergy t g 2 <
        -deriv (deriv (screenerEnergy t g)) 1 := by
  refine ⟨exact_reduction ht g, ?_, ?_⟩
  · rw [(hasDerivAt_deriv_screenerEnergy ht g).deriv, neg_neg]
  · have hg2 : 0 < g ^ 2 := by positivity
    have hst : t < √(t ^ 2 + g ^ 2) := (Real.lt_sqrt ht.le).2 (by linarith)
    -- the excess is a nonzero square divided by `t`
    have hpos : 0 < (√(t ^ 2 + g ^ 2) - t) ^ 2 / t :=
      div_pos (pow_pos (sub_pos.mpr hst) 2) ht
    have h := effectiveU_sub_linearU ht 0 g
    simp only [effectiveU, linearU, totalEnergy] at h
    linarith
```

The theorem makes three statements: the exact reduction, the linear-response reduction \(-e''(1)\), and the strict inequality between them. The first two parts come from the preceding results, which hold for every \(g\). For the third, `hg2` turns the hypothesis into \(g^2>0\), `hst` gives \(t<s\), and `hpos` makes the gap positive. The gap formula is then applied with \(U=0\), because the bare repulsion cancels from the comparison.

**Without \(g\neq0\).** At \(g=0\) and \(t=1\) the screener ignores the orbital. Both reductions are zero, and the strict inequality fails while the two equalities survive. For small nonzero coupling, \(|g|\ll t\), expanding the root gives a gap of about \(g^4/(4t^3)\), so linear response is then a good approximation in this model.

## Bare repulsion in the window \(2|g|\le U<g^2/t\): a wrong sign

Two further conditions, together with \(t>0\), lead to the sign error of the opening example.

The condition \(2|g|\le U\) compares the bare repulsion with the most that this screener can remove. A fully displaced electron gains an energy \(|g|\) at \(n=0\) and again at \(n=2\), so \(2|g|\) is the saturation limit. By hand,

\[
(t+|g|)^2=t^2+g^2+2t|g|>t^2+g^2
\]

gives \(\sqrt{t^2+g^2}-t<|g|\). The exact reduction is then below \(2|g|\le U\), and the interaction from total energies stays positive.

The condition \(Ut<g^2\) says that the linear-response reduction \(g^2/t\) exceeds \(U\). It makes \(U-g^2/t\) negative at once. The opening numbers belong to \(t=1\), \(g=3\), \(U=6\), where \(6-9=-3\) and \(6-2(\sqrt{10}-1)\approx1.68\).

```lean
/-- If `t > 0`, `2 |g| ≤ U` and `U t < g²`, linear response gives an attractive interaction
although the one obtained from total energies is repulsive. -/
theorem spurious_attraction {U t g : ℝ} (ht : 0 < t) (hU : 2 * |g| ≤ U)
    (h : U * t < g ^ 2) : linearU U t g < 0 ∧ 0 < effectiveU U t g := by
  have hU0 : 0 ≤ U := by linarith [abs_nonneg g]
  have hg2 : 0 < g ^ 2 := lt_of_le_of_lt (mul_nonneg hU0 ht.le) h
  have hg : 0 < |g| := by
    refine abs_pos.mpr fun h0 => ?_
    rw [h0] at hg2
    norm_num at hg2
  constructor
  · have hlt : U < g ^ 2 / t := (lt_div_iff₀ ht).2 h
    rw [linearU, (hasDerivAt_deriv_screenerEnergy ht g).deriv]
    linarith
  · -- saturation: the screener cannot lower the interaction by as much as `2 |g|`
    have hs : √(t ^ 2 + g ^ 2) < t + |g| :=
      (Real.sqrt_lt' (by positivity)).2 (by nlinarith [sq_abs g, mul_pos ht hg])
    have hr := exact_reduction ht g
    simp only [effectiveU, totalEnergy]
    linarith

end

end SaturatingScreener
```

```lean
#print axioms SaturatingScreener.linear_response_overscreens
#print axioms SaturatingScreener.spurious_attraction
```

```
'SaturatingScreener.linear_response_overscreens' depends on axioms: [propext, Classical.choice, Quot.sound]
'SaturatingScreener.spurious_attraction' depends on axioms: [propext, Classical.choice, Quot.sound]
```

The theorem doesn't assume \(g\neq0\), because it follows: \(2|g|\le U\) gives \(U\ge0\), and then \(g^2>Ut\ge0\). The proof records this as `hg`. The first half of the conclusion divides \(Ut<g^2\) by \(t\) and inserts the curvature. In the second half, `hs` is the saturation bound \(\sqrt{t^2+g^2}<t+|g|\), and the hypothesis `hU` enters in the closing `linarith`.

**Without \(2|g|\le U\).** Take \(t=g=1\) and \(U=0\). Then \(Ut<g^2\) holds, but the total-energy interaction is \(-2(\sqrt2-1)<0\), so the attraction is real in the model. Some lower bound on \(U\) is therefore needed. The bound \(2|g|\) is sufficient, while the exact threshold is \(U>2(\sqrt{t^2+g^2}-t)\).

**Without \(Ut<g^2\).** Take \(t=g=1\) and \(U=2\). Then \(2|g|\le U\) holds, but the linear-response interaction is \(2-1=1\), which is repulsive. It is still smaller than the total-energy value \(2-2(\sqrt2-1)\approx1.17\), so linear response overscreens here without changing the sign.
